# Young's inequality for an increasing, unbounded force law and its inverse

The product of a displacement $a$ and a force $b$ can be bounded by two areas along the force curve $f$ of a nonlinear spring. The second area is written here as an integral of the inverse of $f$, which is constructed from $f$: for each force $b\ge0$, a displacement with that force is selected, and its existence is proved. Let $f$ be continuous, strictly increasing and unbounded above on $[0,\infty)$, with $f(0)=0$. With $\varphi=f^{-1}$, the claim for $a,b\ge0$ is

$$ab\le\int_0^a f(x)\,dx+\int_0^b\varphi(y)\,dy,\qquad\text{with equality exactly when } b=f(a).$$

Inequalities of this type relate an energy to its Legendre transform in density-functional theory; the result here concerns a single real variable.

```lean
import Mathlib

open Set MeasureTheory

noncomputable section

namespace GeneralisedYoung
```

## The force law and its two areas

The law is a function on all reals, but `IsForceLaw` constrains it only on `Ici 0`, which is $[0,\infty)$. Strict increase means that stretching the spring further always takes a larger force. Unboundedness means that it can balance any load, an idealisation, since real springs yield. Quantities are plain real numbers, without units. That a real spring's force depends on displacement alone, without hysteresis or rate effects, is an assumption made in applying the model.

```lean
/-- A force law on displacements `x ≥ 0`: continuous, strictly increasing, unbounded,
and zero at zero displacement. -/
structure IsForceLaw (f : ℝ → ℝ) : Prop where
  cont : ContinuousOn f (Ici 0)
  mono : StrictMonoOn f (Ici 0)
  zero : f 0 = 0
  unbounded : ∀ M : ℝ, ∃ x, 0 ≤ x ∧ M ≤ f x
```

Write $W_g(a)=\int_0^a g$ for any law $g$. In Lean this is `work g a`.

```lean
/-- The work done by `f` from `0` to `a`, that is, the integral of `f` over this range. -/
def work (f : ℝ → ℝ) (a : ℝ) : ℝ := ∫ x in (0 : ℝ)..a, f x
```

The same definition will be applied to $\varphi$, where `work (inverseLaw f) b` integrates displacement over force. Textbooks call this the complementary energy.

```lean
/-- The inverse law: a selected displacement `x ≥ 0` at which the force `f x` has a given value. It
is meant for values that `f` takes on `[0, ∞)`. -/
def inverseLaw (f : ℝ → ℝ) : ℝ → ℝ := Function.invFunOn f (Ici 0)
```

Given $b\ge0$, unboundedness supplies $c\ge0$ with $f(c)\ge b$. Since $f(0)=0\le b$, the intermediate value theorem gives $x\in[0,c]$ with $f(x)=b$. Hence $\varphi(b)\ge0$ and $f(\varphi(b))=b$.

```lean
/-- For a force law, every force `b ≥ 0` is reached at the nonnegative displacement
`inverseLaw f b`. -/
theorem inverseLaw_spec {f : ℝ → ℝ} (hf : IsForceLaw f) {b : ℝ} (hb : 0 ≤ b) :
    0 ≤ inverseLaw f b ∧ f (inverseLaw f b) = b := by
  have h : ∃ x ∈ Ici (0 : ℝ), f x = b := by
    obtain ⟨c, hc, hbc⟩ := hf.unbounded b
    -- the intermediate value theorem between `0` and `c`
    have hsub := intermediate_value_Icc hc (hf.cont.mono Icc_subset_Ici_self)
    obtain ⟨x, hx, hxb⟩ := hsub ⟨hf.zero.le.trans hb, hbc⟩
    exact ⟨x, hx.1, hxb⟩
  exact ⟨Function.invFunOn_mem h, Function.invFunOn_eq h⟩
```

Without unboundedness the inequality can fail for $b$ beyond the range of $f$. Take $f(x)=x/(1+x)$ and $b=2$. Whatever finite value $C$ is assigned to the second integral, the right side is at most $a+C$, which is less than $2a$ once $a>C$.

## Work from its increments

If $g$ is increasing and $0\le x\le y$, then $g(x)\le g(t)\le g(y)$ for $t\in[x,y]$. Integrating gives

$$(y-x)g(x)\le W_g(y)-W_g(x)\le(y-x)g(y).$$

Monotonicity already makes $g$ integrable, so continuity is not used.

```lean
/-- For an increasing law, the work between `x` and `y`, with `0 ≤ x ≤ y`, lies between the
step length times the initial force and the step length times the final force. -/
theorem work_increment {g : ℝ → ℝ} (hg : MonotoneOn g (Ici 0)) {x y : ℝ}
    (hx : 0 ≤ x) (hxy : x ≤ y) :
    (y - x) * g x ≤ work g y - work g x ∧ work g y - work g x ≤ (y - x) * g y := by
  have hy : 0 ≤ y := hx.trans hxy
  have hint : ∀ u v : ℝ, 0 ≤ u → 0 ≤ v → IntervalIntegrable g volume u v :=
    fun u v hu hv =>
      (hg.mono (fun t ht => le_trans (le_inf hu hv) ht.1)).intervalIntegrable
  have hsub : work g y - work g x = ∫ t in x..y, g t :=
    intervalIntegral.integral_interval_sub_left (hint 0 y le_rfl hy) (hint 0 x le_rfl hx)
  have hc : ∀ k : ℝ, (y - x) * k = ∫ _t in x..y, k := fun k => by
    rw [intervalIntegral.integral_const, smul_eq_mul]
  rw [hsub, hc (g x), hc (g y)]
  -- compare the force with its initial and final values
  exact ⟨intervalIntegral.integral_mono_on hxy (continuous_const.intervalIntegrable _ _)
      (hint x y hx hy) (fun t ht => hg (mem_Ici.mpr hx) (mem_Ici.mpr (hx.trans ht.1)) ht.1),
    intervalIntegral.integral_mono_on hxy (hint x y hx hy)
      (continuous_const.intervalIntegrable _ _)
      (fun t ht => hg (mem_Ici.mpr (hx.trans ht.1)) (mem_Ici.mpr hy) ht.2)⟩
```

These bounds determine the work. Let $K$ obey them too, and set $D=W_g-K$. Over a step from $kh$ to $(k+1)h$, both increments lie in an interval of length $h[g((k+1)h)-g(kh)]$, which therefore bounds the change in $D$. Summing $n$ steps,

$$|D(nh)-D(0)|\le h\,[g(nh)-g(0)].$$

With $h=b/n$ the bound is $b[g(b)-g(0)]/n$, which tends to zero. Since $W_g(0)=0$, it follows that $W_g(b)=K(b)-K(0)$. In Lean, `key` proves the summed bound by induction, and a nonzero discrepancy is contradicted by choosing $n$ large enough.

```lean
/-- If the increments of `K` on `[0, ∞)` obey the same two bounds as the work of an increasing
law `g`, then the work of `g` up to `b ≥ 0` is `K b - K 0`. -/
theorem work_unique {g K : ℝ → ℝ} (hg : MonotoneOn g (Ici 0))
    (hK : ∀ x y, 0 ≤ x → x ≤ y →
      (y - x) * g x ≤ K y - K x ∧ K y - K x ≤ (y - x) * g y)
    {b : ℝ} (hb : 0 ≤ b) : work g b = K b - K 0 := by
  -- after `n` steps of length `h` the discrepancy is at most `h (g (n h) - g 0)`
  have key : ∀ h : ℝ, 0 ≤ h → ∀ n : ℕ,
      |(work g (n * h) - K (n * h)) - (work g 0 - K 0)| ≤ h * (g (n * h) - g 0) := by
    intro h hh n
    induction n with
    | zero => simp
    | succ n ih =>
      have hn : 0 ≤ (n : ℝ) * h := by positivity
      have e : ((n + 1 : ℕ) : ℝ) * h = n * h + h := by push_cast; ring
      have hd : (n : ℝ) * h + h - n * h = h := by ring
      have hle : (n : ℝ) * h ≤ n * h + h := by linarith
      obtain ⟨s1, s2⟩ := work_increment hg hn hle
      obtain ⟨s3, s4⟩ := hK _ _ hn hle
      rw [hd] at s1 s2 s3 s4
      rw [e]
      rw [abs_le] at ih ⊢
      constructor <;> linarith [ih.1, ih.2]
  have hC : 0 ≤ b * (g b - g 0) :=
    mul_nonneg hb (sub_nonneg.mpr (hg (mem_Ici.mpr le_rfl) (mem_Ici.mpr hb) hb))
  by_contra hne
  have hd : 0 < |(work g b - K b) - (work g 0 - K 0)| := by
    apply abs_pos.mpr
    intro h0
    apply hne
    have hz : work g 0 = 0 := by simp [work]
    linarith
  -- enough steps make the bound smaller than the supposed discrepancy
  obtain ⟨n, hn⟩ := exists_nat_gt
    (b * (g b - g 0) / |(work g b - K b) - (work g 0 - K 0)|)
  have hn0 : (0 : ℝ) < n := lt_of_le_of_lt (div_nonneg hC hd.le) hn
  have hnb : (n : ℝ) * (b / n) = b := by field_simp
  have hk := key (b / n) (div_nonneg hb hn0.le) n
  rw [hnb] at hk
  rw [div_lt_iff₀ hd] at hn
  have h2 := mul_le_mul_of_nonneg_left hk hn0.le
  rw [← mul_assoc, hnb] at h2
  linarith
```

## The work lies above its tangents

For $c<m<a$, splitting the interval at $m$ gives

$$W_f(a)-W_f(c)\ge(m-c)f(c)+(a-m)f(m)>(a-c)f(c).$$

For $a<m<c$, the upper bounds give

$$W_f(c)-W_f(a)\le(m-a)f(m)+(c-m)f(c)<(c-a)f(c).$$

Reversing the sign yields the same conclusion: $f(c)(a-c)<W_f(a)-W_f(c)$ whenever $a\ne c$. At $a=c$ both sides vanish. The two cases are the branches of `rcases`. In each, `mul_pos` supplies a strict product inequality, which `nlinarith` combines with the increment bounds.

```lean
/-- For a strictly increasing law `f` and `c ≥ 0`, the work at any `a ≥ 0` is at least the value at
`a` of the line of slope `f c` through the work at `c`, with equality exactly when `a = c`. Where
`f` is continuous, this line is the tangent. -/
theorem work_tangent {f : ℝ → ℝ} (hf : StrictMonoOn f (Ici 0)) {a c : ℝ}
    (ha : 0 ≤ a) (hc : 0 ≤ c) :
    f c * (a - c) ≤ work f a - work f c ∧
      (f c * (a - c) = work f a - work f c ↔ a = c) := by
  have strict : a ≠ c → f c * (a - c) < work f a - work f c := by
    intro hne
    -- an intermediate point makes the inequality strict
    rcases lt_or_gt_of_ne hne with h | h
    · obtain ⟨m, h1, h2⟩ := exists_between h
      have hm : 0 ≤ m := ha.trans h1.le
      have s1 := (work_increment hf.monotoneOn ha h1.le).2
      have s2 := (work_increment hf.monotoneOn hm h2.le).2
      have s3 := hf (mem_Ici.mpr hm) (mem_Ici.mpr hc) h2
      nlinarith [mul_pos (sub_pos.mpr h1) (sub_pos.mpr s3)]
    · obtain ⟨m, h1, h2⟩ := exists_between h
      have hm : 0 ≤ m := hc.trans h1.le
      have s1 := (work_increment hf.monotoneOn hc h1.le).1
      have s2 := (work_increment hf.monotoneOn hm h2.le).1
      have s3 := hf (mem_Ici.mpr hc) (mem_Ici.mpr hm) h1
      nlinarith [mul_pos (sub_pos.mpr h2) (sub_pos.mpr s3)]
  by_cases h : a = c
  · subst h
    simp
  · exact ⟨(strict h).le, fun e => absurd e (strict h).ne, fun e => absurd e h⟩
```

## The area under the inverse

Put $K(y)=y\varphi(y)-W_f(\varphi(y))$. For $0\le x\le y$, let $p=\varphi(x)$ and $q=\varphi(y)$, so that $f(p)=x$ and $f(q)=y$. The tangents at $p$ and $q$ give

$$x(q-p)\le W_f(q)-W_f(p)\le y(q-p).$$

Substituting into $K(y)-K(x)=yq-xp-[W_f(q)-W_f(p)]$,

$$(y-x)p\le K(y)-K(x)\le(y-x)q.$$

These are the increment bounds for $\varphi$, which is increasing because $q<p$ would force $y<x$. Also $\varphi(0)=0$, so $K(0)=0$ and

$$W_\varphi(b)=b\varphi(b)-W_f(\varphi(b)).$$

No derivative of $f$ is needed.

```lean
/-- For a force law and `b ≥ 0`, the work of the inverse law up to `b` is force times
displacement minus the work of `f` up to that displacement. -/
theorem work_inverseLaw {f : ℝ → ℝ} (hf : IsForceLaw f) {b : ℝ} (hb : 0 ≤ b) :
    work (inverseLaw f) b = b * inverseLaw f b - work f (inverseLaw f b) := by
  have hmono : MonotoneOn (inverseLaw f) (Ici 0) := by
    intro x hx y hy hxy
    obtain ⟨h1, h2⟩ := inverseLaw_spec hf (mem_Ici.mp hx)
    obtain ⟨h3, h4⟩ := inverseLaw_spec hf (mem_Ici.mp hy)
    by_contra h
    have h5 := hf.mono (mem_Ici.mpr h3) (mem_Ici.mpr h1) (not_le.mp h)
    rw [h2, h4] at h5
    linarith
  have h := work_unique (K := fun y => y * inverseLaw f y - work f (inverseLaw f y)) hmono
    (by
      intro x y hx hxy
      obtain ⟨h1, h2⟩ := inverseLaw_spec hf hx
      obtain ⟨h3, h4⟩ := inverseLaw_spec hf (hx.trans hxy)
      -- tangents at the two displacements bound the increment from both sides
      have t1 := (work_tangent hf.mono h3 h1).1
      have t2 := (work_tangent hf.mono h1 h3).1
      rw [h2] at t1
      rw [h4] at t2
      constructor <;> linarith) hb
  obtain ⟨h1, h2⟩ := inverseLaw_spec hf (le_refl (0 : ℝ))
  have h0 : inverseLaw f 0 = 0 :=
    hf.mono.injOn (mem_Ici.mpr h1) (mem_Ici.mpr le_rfl) (h2.trans hf.zero.symm)
  have hz : work f 0 = 0 := by simp [work]
  simpa [h0, hz] using h
```

## The inequality and its equality case

Take the tangent at $c=\varphi(b)$, where $f(c)=b$:

$$b(a-c)\le W_f(a)-W_f(c).$$

Rearranged, this is $ab\le W_f(a)+[bc-W_f(c)]=W_f(a)+W_\varphi(b)$. Equality holds exactly when $a=c$, and by injectivity of $f$ on $[0,\infty)$ this means $b=f(a)$. In `young`, `t1` is the tangent inequality and `t2` its equality case.

```lean
/-- **Young's inequality**: for a force law `f` and `a, b ≥ 0`, the product `a b` is at most the
integral of `f` up to `a` plus that of its inverse up to `b`, with equality exactly when
`b = f a`. -/
theorem young {f : ℝ → ℝ} (hf : IsForceLaw f) {a b : ℝ} (ha : 0 ≤ a) (hb : 0 ≤ b) :
    a * b ≤ work f a + work (inverseLaw f) b ∧
      (a * b = work f a + work (inverseLaw f) b ↔ b = f a) := by
  rw [work_inverseLaw hf hb]
  obtain ⟨h0, h1⟩ := inverseLaw_spec hf hb
  obtain ⟨t1, t2⟩ := work_tangent hf.mono ha h0
  rw [h1] at t1 t2
  refine ⟨by linarith, fun h => ?_, fun h => ?_⟩
  · have e : a = inverseLaw f b := t2.mp (by linarith)
    rw [e, h1]
  · have e : a = inverseLaw f b :=
      hf.mono.injOn (mem_Ici.mpr ha) (mem_Ici.mpr h0) (h1.trans h).symm
    have e' := t2.mpr e
    linarith
```

A concrete law satisfying every hypothesis is $f(x)=e^x-1$. It is unbounded because $e^x-1\ge x$, so the displacement $|M|$ produces a force of at least $M$.

```lean
/-- The exponential law `exp x - 1` is a force law. -/
theorem isForceLaw_witness : IsForceLaw (fun x => Real.exp x - 1) where
  cont := (Real.continuous_exp.sub continuous_const).continuousOn
  mono := fun _ _ _ _ h => sub_lt_sub_right (Real.exp_lt_exp.mpr h) 1
  zero := by simp
  unbounded := fun M => ⟨|M|, abs_nonneg M, by

    linarith [Real.add_one_le_exp |M|, le_abs_self M]⟩


end GeneralisedYoung
```

```lean
#print axioms GeneralisedYoung.young
```

```
'GeneralisedYoung.young' depends on axioms: [propext, Classical.choice, Quot.sound]
```
